# Energy bounds from the local energy of a nodeless trial function between two walls

Suppose that, for a particle in a one-dimensional well, the local energy (−f'' + V f)/f of a trial function f stays between two numbers m and M across the well. If f and an eigenstate u are both smooth, positive inside the well and zero at its walls, the energy E of u lies between m and M. No integral has to be evaluated.

The well is the interval [0, R], V is the potential, and units are chosen so that ħ²/(2 × mass) = 1. Write Hf = −f'' + V f. The assumptions are

−u'' + V u = E u and m f ≤ Hf ≤ M f, for 0 < x < R,

and the conclusion is m ≤ E ≤ M. Barta's inequality is usually stated for the lowest eigenvalue of a region in any dimension; here the region is an interval and the nodeless eigenstate is given. That such a state is the ground state is a familiar fact which the theorems neither use nor prove.

Variational Monte Carlo averages the local energy. For one particle between two hard walls, the result turns the range of its values, when that range is bounded, into a two-sided bound on the energy.

In Lean 4 with Mathlib:

```lean
import Mathlib

open Set
open scoped Real

namespace BartaEnergyBounds
```

## Hard walls, a smooth wavefunction and a well of positive width

The condition u(0) = u(R) = 0 describes impenetrable walls, and f must respect them too. `NodelessProfile R u u1 u2` collects these conditions with smoothness and interior positivity. The functions `u1` and `u2` are u' and u''; derivatives are taken within the closed interval, so they are one-sided at the walls. Neither function has to be normalised.

```lean
/-- A nodeless profile on `[0, R]`: `u` is twice continuously differentiable with derivatives
`u1` and `u2`, positive inside, and zero at both walls. -/
structure NodelessProfile (R : ℝ) (u u1 u2 : ℝ → ℝ) : Prop where
  deriv_one : ∀ x ∈ Icc 0 R, HasDerivWithinAt u (u1 x) (Icc 0 R) x
  deriv_two : ∀ x ∈ Icc 0 R, HasDerivWithinAt u1 (u2 x) (Icc 0 R) x
  cont_two : ContinuousOn u2 (Icc 0 R)
  pos : ∀ x ∈ Ioo 0 R, 0 < u x
  left : u 0 = 0
  right : u R = 0
```

The Hamiltonian receives the second derivative as a separate argument, which the profile ties to the function itself.

```lean
/-- The Hamiltonian `-f'' + V f` at the point `x`, with `f2` the second derivative of `f`. -/
def hamiltonian (V f f2 : ℝ → ℝ) (x : ℝ) : ℝ := -f2 x + V x * f x
```

By hand, the walls and the smoothness enter through the Wronskian W = u' f − u f'. Its derivative is

W' = u'' f + u' f' − u' f' − u f'' = u'' f − u f''.

Since u and f vanish at both ends, W(0) = W(R) = 0, and therefore

∫₀ᴿ (u'' f − u f'') dx = W(R) − W(0) = 0.

```lean
variable {R E m M : ℝ} {V u u1 u2 f f1 f2 : ℝ → ℝ}

/-- A nodeless profile and its slope are continuous up to the walls. -/
theorem NodelessProfile.cont (hu : NodelessProfile R u u1 u2) :
    ContinuousOn u (Icc 0 R) ∧ ContinuousOn u1 (Icc 0 R) :=
  ⟨fun x hx => (hu.deriv_one x hx).continuousWithinAt,
    fun x hx => (hu.deriv_two x hx).continuousWithinAt⟩
```

`green_identity` follows the same route. It differentiates W in the interior, applies the fundamental theorem of calculus, and removes the boundary terms with the four wall conditions. Continuity of the second derivatives makes the integrand integrable.

```lean
/-- Green's identity between the walls: the integral of `u'' f - u f''` vanishes. -/
theorem green_identity (hR : 0 < R) (hu : NodelessProfile R u u1 u2)
    (hf : NodelessProfile R f f1 f2) :
    ∫ x in (0 : ℝ)..R, (u2 x * f x - u x * f2 x) = 0 := by
  have hc : ContinuousOn (fun x => u1 x * f x - u x * f1 x) (Icc 0 R) :=
    (hu.cont.2.mul hf.cont.1).sub (hu.cont.1.mul hf.cont.2)
  have hc' : ContinuousOn (fun x => u2 x * f x - u x * f2 x) (Icc 0 R) :=
    (hu.cont_two.mul hf.cont.1).sub (hu.cont.1.mul hf.cont_two)
  -- the integrand is the derivative of the Wronskian
  have hd : ∀ x ∈ Ioo 0 R, HasDerivAt (fun x => u1 x * f x - u x * f1 x)
      (u2 x * f x - u x * f2 x) x := by
    intro x hx
    have hn := Icc_mem_nhds hx.1 hx.2
    have hx' := Ioo_subset_Icc_self hx
    have a1 := (hu.deriv_one x hx').hasDerivAt hn
    have a2 := (hu.deriv_two x hx').hasDerivAt hn
    have b1 := (hf.deriv_one x hx').hasDerivAt hn
    have b2 := (hf.deriv_two x hx').hasDerivAt hn
    exact ((a2.fun_mul b1).fun_sub (a1.fun_mul b2)).congr_deriv (by ring)
  rw [intervalIntegral.integral_eq_sub_of_hasDerivAt_of_le hR.le hc hd
    (hc'.intervalIntegrable_of_Icc hR.le)]
  simp [hu.left, hu.right, hf.left, hf.right]
```

Each condition matters, as simple cases show. The first two use the unit box with V = 0, where u = sin(πx) has E = π².

- Without the wall condition on f, the constant f = 1 has Hf = 0 and would give E = 0.
- Without smoothness, the tent function min(x, 1 − x) has Hf = 0 away from its kink, and ignoring the kink would again give E = 0.
- With R = 0 there is no interior, the inequalities say nothing, and E is unconstrained.

## The state u has energy E

The eigenvalue equation makes E the energy of the state u in the potential V. Without it, E would be an arbitrary number and no bound could follow.

The derivation uses it to eliminate the potential. For any real number c, inserting V u = E u + u'' gives

u (Hf − c f) = −u f'' + V u f − c u f = (u'' f − u f'') + (E − c) u f.

`residual_eq` proves this identity on the closed interval. Inside, `linear_combination f x * e` multiplies the eigenvalue equation by f; at the walls both sides vanish.

```lean
/-- If `u` has energy `E`, the residual `H f - c f` weighted by `u` equals the Green integrand
plus `E - c` times the overlap density `u f`. -/
theorem residual_eq (hu : NodelessProfile R u u1 u2) (hf : NodelessProfile R f f1 f2)
    (hE : ∀ x ∈ Ioo 0 R, hamiltonian V u u2 x = E * u x) (c : ℝ) {x : ℝ} (hx : x ∈ Icc 0 R) :
    u x * (hamiltonian V f f2 x - c * f x)
      = (u2 x * f x - u x * f2 x) + (E - c) * (u x * f x) := by
  rcases eq_endpoints_or_mem_Ioo_of_mem_Icc hx with h | h | h
  · simp [h, hu.left, hf.left]
  · simp [h, hu.right, hf.right]
  · have e := hE x h
    unfold hamiltonian at e ⊢
    linear_combination f x * e
```

Integrating removes the first bracket, by the Wronskian identity:

∫₀ᴿ u (Hf − c f) dx = (E − c) ∫₀ᴿ u f dx.

`integral_residual` states exactly this.

```lean
/-- The integrated residual of the trial function, weighted by the exact state, is `E - c`
times the overlap of the two functions. -/
theorem integral_residual (hR : 0 < R) (hu : NodelessProfile R u u1 u2)
    (hf : NodelessProfile R f f1 f2)
    (hE : ∀ x ∈ Ioo 0 R, hamiltonian V u u2 x = E * u x) (c : ℝ) :
    ∫ x in (0 : ℝ)..R, u x * (hamiltonian V f f2 x - c * f x)
      = (E - c) * ∫ x in (0 : ℝ)..R, u x * f x := by
  have h1 : ContinuousOn (fun x => u2 x * f x - u x * f2 x) (Icc 0 R) :=
    (hu.cont_two.mul hf.cont.1).sub (hu.cont.1.mul hf.cont_two)
  have h2 : ContinuousOn (fun x => (E - c) * (u x * f x)) (Icc 0 R) :=
    continuousOn_const.mul (hu.cont.1.mul hf.cont.1)
  calc ∫ x in (0 : ℝ)..R, u x * (hamiltonian V f f2 x - c * f x)
      = ∫ x in (0 : ℝ)..R, ((u2 x * f x - u x * f2 x) + (E - c) * (u x * f x)) :=
        intervalIntegral.integral_congr fun x hx =>
          residual_eq hu hf hE c (by rwa [uIcc_of_le hR.le] at hx)
    _ = _ := by
        rw [intervalIntegral.integral_add (h1.intervalIntegrable_of_Icc hR.le)
          (h2.intervalIntegrable_of_Icc hR.le), green_identity hR hu hf,
          intervalIntegral.integral_const_mul, zero_add]
```

The equation is required only for 0 < x < R, and continuity of V is not assumed. A potential that diverges at a wall is therefore allowed, provided u and f still have continuous second derivatives up to that wall; the value assigned to V at the wall itself is irrelevant. Inside the well, V = E + u''/u is automatically continuous, so a potential step in the interior is not covered.

## Neither function has a node

Positivity inside the well fixes the sign of both functions. In the derivation it makes the overlap ∫₀ᴿ u f dx positive, and it lets the weight u preserve the sign of the residual Hf − c f. If this residual is nonnegative throughout the interior, the left side of the integrated identity is nonnegative, and hence E − c ≥ 0. If it is nonpositive, E − c ≤ 0.

`residual_sign` treats both cases together by means of a factor s, later set to 1 or −1. Its second part is the strict version: if s (Hf − c f) is also positive at one interior point, then s (E − c) > 0. The weighted residual is continuous, because `residual_eq` rewrites it without V, so it stays positive near that point and its integral is positive.

```lean
/-- If `s (H f - c f)` is nonnegative inside the interval, so is `s (E - c)`; if it is moreover
positive at some interior point, then `s (E - c)` is positive. -/
theorem residual_sign (hR : 0 < R) (hu : NodelessProfile R u u1 u2)
    (hf : NodelessProfile R f f1 f2)
    (hE : ∀ x ∈ Ioo 0 R, hamiltonian V u u2 x = E * u x) (s c : ℝ)
    (h : ∀ x ∈ Ioo 0 R, 0 ≤ s * (hamiltonian V f f2 x - c * f x)) :
    0 ≤ s * (E - c) ∧
      ((∃ x ∈ Ioo 0 R, 0 < s * (hamiltonian V f f2 x - c * f x)) → 0 < s * (E - c)) := by
  -- the overlap of two nodeless functions is positive
  have hp : 0 < ∫ x in (0 : ℝ)..R, u x * f x :=
    intervalIntegral.intervalIntegral_pos_of_pos_on
      ((hu.cont.1.mul hf.cont.1).intervalIntegrable_of_Icc hR.le)
      (fun x hx => mul_pos (hu.pos x hx) (hf.pos x hx)) hR
  have hI : ∫ x in (0 : ℝ)..R, s * (u x * (hamiltonian V f f2 x - c * f x))
      = s * (E - c) * ∫ x in (0 : ℝ)..R, u x * f x := by
    rw [intervalIntegral.integral_const_mul, integral_residual hR hu hf hE c]
    ring
  have hn : ∀ x ∈ Icc 0 R, 0 ≤ s * (u x * (hamiltonian V f f2 x - c * f x)) := by
    intro x hx
    rcases eq_endpoints_or_mem_Ioo_of_mem_Icc hx with h' | h' | h'
    · simp [h', hu.left]
    · simp [h', hu.right]
    · have := mul_nonneg (hu.pos x h').le (h x h')
      linarith
  constructor
  · have h0 := intervalIntegral.integral_nonneg (μ := MeasureTheory.volume) hR.le hn
    rw [hI] at h0
    by_contra hc
    have := mul_neg_of_neg_of_pos (not_le.1 hc) hp
    linarith
  · rintro ⟨x, hx, hlt⟩
    have base : ContinuousOn (fun x => s * ((u2 x * f x - u x * f2 x)
        + (E - c) * (u x * f x))) (Icc 0 R) :=
      continuousOn_const.mul (((hu.cont_two.mul hf.cont.1).sub (hu.cont.1.mul hf.cont_two)).add
        (continuousOn_const.mul (hu.cont.1.mul hf.cont.1)))
    have hc : ContinuousOn (fun x => s * (u x * (hamiltonian V f f2 x - c * f x))) (Icc 0 R) :=
      base.congr fun x hx => congrArg (fun t => s * t) (residual_eq hu hf hE c hx)
    have hx0 : 0 < s * (u x * (hamiltonian V f f2 x - c * f x)) := by
      have := mul_pos (hu.pos x hx) hlt
      linarith
    have h0 := intervalIntegral.integral_pos hR hc
      (fun y hy => hn y (Ioc_subset_Icc_self hy)) ⟨x, Ioo_subset_Icc_self hx, hx0⟩
    rw [hI] at h0
    by_contra hneg
    nlinarith [mul_nonneg (neg_nonneg.2 (not_lt.1 hneg)) hp.le]
```

A node in either function can break the result. In the unit box with V = 0, take u = sin(2πx), with energy 4π², and f = sin(πx). Then Hf = π² f, so m = M = π², which does not bracket 4π². Exchanging the two functions gives m = M = 4π² for a state of energy π².

## The inequalities hold at every interior point

The conditions m f ≤ Hf and Hf ≤ M f say that the local energy stays between m and M throughout the well. The derivation uses them last. Taking c = m makes the residual nonnegative, so E ≥ m; taking c = M makes it nonpositive, so E ≤ M. In `barta_bounds` these are the calls to `residual_sign` with s = 1 and s = −1.

```lean
/-- Barta's bounds: if `m f ≤ -f'' + V f ≤ M f` inside the interval for a nodeless trial
function `f`, the energy `E` of a nodeless eigenstate `u` lies between `m` and `M`. -/
theorem barta_bounds (hR : 0 < R) (hu : NodelessProfile R u u1 u2)
    (hf : NodelessProfile R f f1 f2)
    (hE : ∀ x ∈ Ioo 0 R, hamiltonian V u u2 x = E * u x)
    (hm : ∀ x ∈ Ioo 0 R, m * f x ≤ hamiltonian V f f2 x)
    (hM : ∀ x ∈ Ioo 0 R, hamiltonian V f f2 x ≤ M * f x) : m ≤ E ∧ E ≤ M := by
  have a := (residual_sign hR hu hf hE 1 m (fun x hx => by linarith [hm x hx])).1
  have b := (residual_sign hR hu hf hE (-1) M (fun x hx => by linarith [hM x hx])).1
  constructor <;> linarith
```

Values on a grid establish the bounds only if the inequalities are also controlled between the grid points.

The strict version settles when a bound is attained. Suppose E = m. If Hf > m f held at some interior point, E − m would be positive, a contradiction; so Hf = m f throughout the interior. Conversely, if Hf = m f there, m serves as both lower and upper bound, and E = m. `lower_bound_eq_iff` proves this equivalence from the lower inequality alone.

```lean
/-- The lower bound equals the energy exactly when the trial function satisfies the
Schrödinger equation with energy `m` inside the interval. -/
theorem lower_bound_eq_iff (hR : 0 < R) (hu : NodelessProfile R u u1 u2)
    (hf : NodelessProfile R f f1 f2)
    (hE : ∀ x ∈ Ioo 0 R, hamiltonian V u u2 x = E * u x)
    (hm : ∀ x ∈ Ioo 0 R, m * f x ≤ hamiltonian V f f2 x) :
    E = m ↔ ∀ x ∈ Ioo 0 R, hamiltonian V f f2 x = m * f x := by
  constructor
  · intro hEm x hx
    by_contra hne
    have hlt := lt_of_le_of_ne (hm x hx) (Ne.symm hne)
    have := (residual_sign hR hu hf hE 1 m (fun y hy => by linarith [hm y hy])).2
      ⟨x, hx, by linarith⟩
    linarith
  · intro h
    have b := barta_bounds hR hu hf hE hm (fun x hx => (h x hx).le)
    exact le_antisymm b.2 b.1
```

`upper_bound_eq_iff` does the same for M, with the signs reversed and only the upper inequality assumed.

```lean
/-- The upper bound equals the energy exactly when the trial function satisfies the
Schrödinger equation with energy `M` inside the interval. -/
theorem upper_bound_eq_iff (hR : 0 < R) (hu : NodelessProfile R u u1 u2)
    (hf : NodelessProfile R f f1 f2)
    (hE : ∀ x ∈ Ioo 0 R, hamiltonian V u u2 x = E * u x)
    (hM : ∀ x ∈ Ioo 0 R, hamiltonian V f f2 x ≤ M * f x) :
    E = M ↔ ∀ x ∈ Ioo 0 R, hamiltonian V f f2 x = M * f x := by
  constructor
  · intro hEM x hx
    by_contra hne
    have hlt := lt_of_le_of_ne (hM x hx) hne
    have := (residual_sign hR hu hf hE (-1) M (fun y hy => by linarith [hM y hy])).2
      ⟨x, hx, by linarith⟩
    linarith
  · intro h
    have b := barta_bounds hR hu hf hE (fun x hx => (h x hx).ge) hM
    exact le_antisymm b.2 b.1
```

A bound is thus exact only when the trial function itself solves the Schrödinger equation with that energy.

## A polynomial in the unit box

All the hypotheses are satisfied by V = 0, R = 1, u = sin(πx) and f = x − 2x³ + x⁴. `unit_box_witness` checks the derivatives, the wall values and the positivity. With p = x(1 − x), the trial function is f = p(1 + p), which is positive inside the box.

```lean
/-- On the unit interval, `sin (π x)` and the polynomial `x - 2 x³ + x⁴` are both nodeless
profiles, with the derivatives shown. -/
theorem unit_box_witness :
    NodelessProfile 1 (fun x => Real.sin (π * x)) (fun x => π * Real.cos (π * x))
      (fun x => -π ^ 2 * Real.sin (π * x)) ∧
    NodelessProfile 1 (fun x => x - 2 * x ^ 3 + x ^ 4) (fun x => 1 - 6 * x ^ 2 + 4 * x ^ 3)
      (fun x => -12 * x + 12 * x ^ 2) := by
  have hl : ∀ x : ℝ, HasDerivAt (fun y => π * y) π x := fun x =>
    ((hasDerivAt_id' x).const_mul π).congr_deriv (mul_one _)
  refine ⟨⟨fun x _ => ?_, fun x _ => ?_, by fun_prop, fun x hx => ?_, by simp, by simp⟩,
    ⟨fun x _ => ?_, fun x _ => ?_, by fun_prop, fun x hx => ?_, by norm_num, by norm_num⟩⟩
  · exact ((hl x).sin.congr_deriv (by ring)).hasDerivWithinAt
  · exact (((hl x).cos.const_mul π).congr_deriv (by ring)).hasDerivWithinAt
  · exact Real.sin_pos_of_pos_of_lt_pi (mul_pos Real.pi_pos hx.1)
      (by nlinarith [Real.pi_pos, hx.2])
  · exact ((((hasDerivAt_id' x).fun_sub ((hasDerivAt_pow 3 x).const_mul 2)).fun_add
      (hasDerivAt_pow 4 x)).congr_deriv
        (by simp only [Nat.cast_ofNat, Nat.reduceSub]; ring)).hasDerivWithinAt
  · exact ((((hasDerivAt_const x (1 : ℝ)).fun_sub ((hasDerivAt_pow 2 x).const_mul 6)).fun_add
      ((hasDerivAt_pow 3 x).const_mul 4)).congr_deriv
        (by simp only [Nat.cast_ofNat, Nat.reduceSub]; ring)).hasDerivWithinAt
  · show 0 < x - 2 * x ^ 3 + x ^ 4
    have p := mul_pos hx.1 (sub_pos.2 hx.2)
    nlinarith [mul_pos p (add_pos one_pos p)]
```

Here Hf = 12x − 12x² = 12p, so the local energy is 12/(1 + p). It falls from the limit 12 at the walls to 48/5 in the middle. The two inequalities follow from

Hf − (48/5) f = (12/5) p (1 − 4p) = (12/5) p (2x − 1)² ≥ 0,

12 f − Hf = 12 p² ≥ 0.

`unit_box_energy` supplies the corresponding squares to `nlinarith` and obtains 48/5 ≤ π² ≤ 12.

The example also shows what an unchecked region can cost. If the lower inequality were required only where p ≤ 1/5, the value m = 10 would pass, although π² is less than 10.

```lean
/-- The number `π²` lies between `48/5` and `12`. -/
theorem unit_box_energy : 48 / 5 ≤ π ^ 2 ∧ π ^ 2 ≤ 12 := by
  -- Barta's bounds with the polynomial trial function and zero potential
  refine barta_bounds (V := fun _ => 0) one_pos unit_box_witness.1 unit_box_witness.2
    (fun x _ => ?_) (fun x hx => ?_) (fun x _ => ?_)
  · show -(-π ^ 2 * Real.sin (π * x)) + 0 * Real.sin (π * x) = π ^ 2 * Real.sin (π * x)
    ring
  · show 48 / 5 * (x - 2 * x ^ 3 + x ^ 4)
      ≤ -(-12 * x + 12 * x ^ 2) + 0 * (x - 2 * x ^ 3 + x ^ 4)
    have p := mul_pos hx.1 (sub_pos.2 hx.2)
    nlinarith [mul_nonneg p.le (sq_nonneg (2 * x - 1))]
  · show -(-12 * x + 12 * x ^ 2) + 0 * (x - 2 * x ^ 3 + x ^ 4)
      ≤ 12 * (x - 2 * x ^ 3 + x ^ 4)
    nlinarith [sq_nonneg (x * (1 - x))]

end BartaEnergyBounds
```

```lean
#print axioms BartaEnergyBounds.barta_bounds
#print axioms BartaEnergyBounds.lower_bound_eq_iff
#print axioms BartaEnergyBounds.upper_bound_eq_iff
#print axioms BartaEnergyBounds.unit_box_energy
```

```
'BartaEnergyBounds.barta_bounds' depends on axioms: [propext, Classical.choice, Quot.sound]
'BartaEnergyBounds.lower_bound_eq_iff' depends on axioms: [propext, Classical.choice, Quot.sound]
'BartaEnergyBounds.upper_bound_eq_iff' depends on axioms: [propext, Classical.choice, Quot.sound]
'BartaEnergyBounds.unit_box_energy' depends on axioms: [propext, Classical.choice, Quot.sound]
```
